# For two harmonic charge states, the mean vertical energy misses the relaxed level by d·(K₁−K₀)d/4

## Does a shifted average mean that my surfaces are anharmonic?

I have a defect in two charge states, labelled 0 and 1 (labels, not charges). State 0 relaxes to the geometry $x=0$ and state 1 to $x=d$, where $x$ collects the displacements of all atoms. Near these minima I write

$$E_0(x)=\tfrac12\,x\cdot K_0x,\qquad E_1(x)=A+\tfrac12\,(x-d)\cdot K_1(x-d),$$

with real symmetric stiffness matrices $K_0,K_1$. The number I want is $A$, the relaxed energy difference. I estimate it by averaging the vertical energies $E_1-E_0$ at $x=0$ and $x=d$, expecting the relaxation energies to cancel.

They don't. State 1 releases 0.40 eV on relaxing from $0$ to $d$, state 0 releases 0.50 eV on relaxing from $d$ to $0$, and my average lies 0.05 eV below $A$. Is that a sign of anharmonicity? And if the average had hit $A$, would that have told me that the two stiffness matrices are equal?

## Unequal stiffness is enough, and agreement at one displacement proves little

No to both. Two perfectly harmonic surfaces give such a shift when their stiffness along $d$ differs, and different stiffness matrices can still give no shift for a particular $d$.

**Where the shift comes from.** Take any two surfaces, harmonic or not, and two geometries $x_0,x_1$. Regrouping the four energies gives

$$\frac{[E_1(x_0)-E_0(x_0)]+[E_1(x_1)-E_0(x_1)]}{2}=[E_1(x_1)-E_0(x_0)]+\frac{R_1-R_0}{2},$$

where $R_1=E_1(x_0)-E_1(x_1)$ and $R_0=E_0(x_1)-E_0(x_0)$. If $x_0$ and $x_1$ are the relaxed geometries, these are the two relaxation energies. Yours give $(0.40-0.50)/2=-0.05$ eV, whatever the shape of the surfaces.

For the harmonic pair, put $q_0=d\cdot K_0d$ and $q_1=d\cdot K_1d$. At $x=0$ the displacement from the centre of surface 1 is $-d$, and the two minus signs cancel in the quadratic form. Hence

$$E_1(0)-E_0(0)=A+\frac{q_1}{2},\qquad E_1(d)-E_0(d)=A-\frac{q_0}{2}.$$

The mean is

$$A+\frac{q_1-q_0}{4}=A+\frac{d\cdot(K_1-K_0)d}{4}.$$

The estimate is too high if state 1 is stiffer along $d$ and too low if it is softer.

**When the average is exact.** At a given $d$ the condition is only $d\cdot(K_1-K_0)d=0$. Two modes with stiffnesses 1 and 2 in state 0, and 2 and 1 in state 1, satisfy it at $d=(1,1)$: the vertical energies are $A+\tfrac32$ and $A-\tfrac32$.

Suppose instead that the average equals $A$ for every $d$, with the matrices held fixed. Then the two quadratic forms agree everywhere. On a coordinate vector $e_i$ this gives $(K_0)_{ii}=(K_1)_{ii}$. On $e_i+e_j$ each form is

$$K_{ii}+K_{ij}+K_{ji}+K_{jj},$$

so the sums $K_{ij}+K_{ji}$ agree as well. By symmetry each sum is $2K_{ij}$, and therefore $K_0=K_1$. The argument needs $K_1-K_0$ to be symmetric, since the quadratic form does not see an antisymmetric difference.

**A weight that restores the level.** Give the vertical energy at $x=0$ the weight $w$ and the one at $x=d$ the weight $1-w$. The result is

$$A+\frac{wq_1-(1-w)q_0}{2},$$

which equals $A$ exactly when $w(q_0+q_1)=q_0$. If $q_0+q_1\neq0$, the only solution is $w=q_0/(q_0+q_1)$. Only the ratio of $q_0$ to $q_1$ enters, and for a harmonic pair it is $R_0/R_1$, so your data give $w=0.50/0.90=5/9$. Written as $R_0/(R_0+R_1)$, this weight does not even need harmonic surfaces: the two vertical energies are always the relaxed difference plus $R_1$ and the relaxed difference minus $R_0$.

**How the Lean statements express this.** The finite type `n` labels the coordinates, geometries are functions `n → ℝ`, and `⬝ᵥ` and `*ᵥ` are the dot product and the matrix–vector product.

- `surface K c a` is the harmonic energy with stiffness `K`, centre `c` and energy `a` at the centre. Your pair is `surface K₀ 0 0` and `surface K₁ d A`, so the minimum of state 0 fixes the zero of energy.
- `vertical E₀ E₁ x` is always $E_1(x)-E_0(x)$, in that order.
- `twoPathLevel` is the plain mean of two vertical energies. "Two-path" can also refer to correcting each vertical energy for relaxation (subtracting $R_1$ at $x=0$, adding $R_0$ at $x=d$), which gives the relaxed difference on either path; here no such correction is made.

The main theorem, `twoPathLevel_harmonic`, states the quarter formula for all real square matrices, all `d` and all `A`. It needs neither symmetry nor stability. Symmetry enters in `twoPathLevel_exact_iff`, where the quantifier over `d` stands inside the equivalence.

Stability is what makes $A$ a relaxed energy difference. `surface_isLeast` assumes $v\cdot Kv\ge0$ for all $v$, meaning that no distortion lowers the energy, and concludes that the energy at the centre is attained and is the least value. Applied to both surfaces, it makes $A$ the difference of the two minima. Zero modes, such as rigid translations, are allowed.

The step left to you is to identify the computed supercell energies of the two charge states with these two surfaces. That requires harmonic behaviour over the whole range from $0$ to $d$, finite-size corrections already applied, and a common reference for the exchanged electron. If state 1 has one electron more than state 0, $A$ is then the Fermi level at which the two states have equal formation energy; if it has one fewer, the sign is reversed.

In electronic-structure work the formula estimates the error made when vertical energies are averaged without relaxation energies, as long as both charge states are harmonic in the same finite set of coordinates.

```lean
import Mathlib

open Matrix

namespace ChargeTransitionLevel

noncomputable section

variable {n : Type*} [Fintype n]

/-- Harmonic energy surface with stiffness matrix `K`, centre `c` and energy `a` at the centre. -/
def surface (K : Matrix n n ℝ) (c : n → ℝ) (a : ℝ) (x : n → ℝ) : ℝ :=
  a + ((x - c) ⬝ᵥ (K *ᵥ (x - c))) / 2

/-- Vertical energy: the difference of two energy surfaces at the same geometry `x`. -/
def vertical {X : Type*} (E₀ E₁ : X → ℝ) (x : X) : ℝ := E₁ x - E₀ x

/-- Two-path estimate of the transition level: the mean of the vertical energies at the
geometries `x₀` and `x₁`. -/
def twoPathLevel {X : Type*} (E₀ E₁ : X → ℝ) (x₀ x₁ : X) : ℝ :=
  (vertical E₀ E₁ x₀ + vertical E₀ E₁ x₁) / 2

/-- If the stiffness matrix has a non-negative quadratic form, the energy at the centre is the
least energy on the harmonic surface. -/
theorem surface_isLeast (K : Matrix n n ℝ) (c : n → ℝ) (a : ℝ)
    (hK : ∀ v : n → ℝ, 0 ≤ v ⬝ᵥ (K *ᵥ v)) :
    IsLeast (Set.range (surface K c a)) a := by
  constructor
  · exact ⟨c, by simp [surface]⟩
  · rintro _ ⟨x, rfl⟩
    have h := hK (x - c)
    unfold surface
    linarith

/-- For any two energy surfaces, the two-path estimate is the energy difference `E₁ x₁ - E₀ x₀`
plus half the difference between the energy released on surface 1 from `x₀` to `x₁` and that
released on surface 0 from `x₁` to `x₀`. -/
theorem twoPathLevel_eq_relaxation {X : Type*} (E₀ E₁ : X → ℝ) (x₀ x₁ : X) :
    twoPathLevel E₀ E₁ x₀ x₁ =
      (E₁ x₁ - E₀ x₀) + ((E₁ x₀ - E₁ x₁) - (E₀ x₁ - E₀ x₀)) / 2 := by
  unfold twoPathLevel vertical
  ring

/-- At the centre of surface 0 the vertical energy is `A` plus the elastic energy of the
displacement `d` on surface 1. -/
theorem vertical_at_zero (K₀ K₁ : Matrix n n ℝ) (d : n → ℝ) (A : ℝ) :
    vertical (surface K₀ 0 0) (surface K₁ d A) 0 = A + (d ⬝ᵥ (K₁ *ᵥ d)) / 2 := by
  simp [vertical, surface, Matrix.mulVec_neg]

/-- At the centre of surface 1 the vertical energy is `A` minus the elastic energy of the
displacement `d` on surface 0. -/
theorem vertical_at_displacement (K₀ K₁ : Matrix n n ℝ) (d : n → ℝ) (A : ℝ) :
    vertical (surface K₀ 0 0) (surface K₁ d A) d = A - (d ⬝ᵥ (K₀ *ᵥ d)) / 2 := by
  simp [vertical, surface]

/-- The two-path estimate for harmonic surfaces displaced by `d` differs from the level `A` by a
quarter of the quadratic form of the stiffness change `K₁ - K₀` at `d`. -/
theorem twoPathLevel_harmonic (K₀ K₁ : Matrix n n ℝ) (d : n → ℝ) (A : ℝ) :
    twoPathLevel (surface K₀ 0 0) (surface K₁ d A) 0 d =
      A + (d ⬝ᵥ ((K₁ - K₀) *ᵥ d)) / 4 := by
  unfold twoPathLevel
  rw [vertical_at_zero, vertical_at_displacement, Matrix.sub_mulVec, dotProduct_sub]
  ring

/-- For symmetric stiffness matrices, the two-path estimate equals `A` for every displacement
if and only if the two stiffness matrices are equal. -/
theorem twoPathLevel_exact_iff (K₀ K₁ : Matrix n n ℝ) (A : ℝ)
    (h₀ : K₀.IsSymm) (h₁ : K₁.IsSymm) :
    (∀ d : n → ℝ, twoPathLevel (surface K₀ 0 0) (surface K₁ d A) 0 d = A) ↔ K₀ = K₁ := by
  classical
  constructor
  · intro h
    -- the two quadratic forms agree on every displacement
    have hq : ∀ d : n → ℝ, d ⬝ᵥ (K₁ *ᵥ d) = d ⬝ᵥ (K₀ *ᵥ d) := by
      intro d
      have hd := h d
      rw [twoPathLevel_harmonic, Matrix.sub_mulVec, dotProduct_sub] at hd
      linarith
    have he : ∀ (K : Matrix n n ℝ) (i j : n),
        (Pi.single i 1 : n → ℝ) ⬝ᵥ (K *ᵥ (Pi.single j 1 : n → ℝ)) = K i j := by
      intro K i j
      simp [dotProduct, Matrix.mulVec, Pi.single_apply]
    -- polarisation: displace along two coordinates together and separately
    ext i j
    have hij := hq ((Pi.single i 1 : n → ℝ) + (Pi.single j 1 : n → ℝ))
    have hi := hq (Pi.single i 1 : n → ℝ)
    have hj := hq (Pi.single j 1 : n → ℝ)
    simp only [Matrix.mulVec_add, dotProduct_add, add_dotProduct, he] at hij hi hj
    have s₀ := h₀.apply i j
    have s₁ := h₁.apply i j
    linarith
  · rintro rfl d
    rw [twoPathLevel_harmonic]
    simp

/-- Two modes whose stiffnesses 1 and 2 are interchanged between the surfaces: the stiffness
matrices differ, yet the two-path estimate equals `A` when both modes are displaced by 1. -/
theorem twoPathLevel_exact_of_interchanged_modes (A : ℝ) :
    (!![1, 0; 0, 2] : Matrix (Fin 2) (Fin 2) ℝ) ≠ !![2, 0; 0, 1] ∧
      twoPathLevel (surface !![1, 0; 0, 2] 0 0) (surface !![2, 0; 0, 1] ![1, 1] A)
        0 ![1, 1] = A := by
  constructor
  · intro h
    have h00 := congrFun (congrFun h 0) 0
    norm_num at h00
  · rw [twoPathLevel_harmonic]
    simp only [dotProduct, Matrix.mulVec, Fin.sum_univ_two, Matrix.sub_apply]
    norm_num

/-- If the elastic energies of the displacement on the two surfaces do not sum to zero, exactly
one weight `w` makes the weighted mean of the two vertical energies equal to `A`: the share of
surface 0 in that sum. -/
theorem weighted_level_exact_iff (K₀ K₁ : Matrix n n ℝ) (d : n → ℝ) (A w : ℝ)
    (h : d ⬝ᵥ (K₀ *ᵥ d) + d ⬝ᵥ (K₁ *ᵥ d) ≠ 0) :
    w * vertical (surface K₀ 0 0) (surface K₁ d A) 0 +
        (1 - w) * vertical (surface K₀ 0 0) (surface K₁ d A) d = A ↔
      w = (d ⬝ᵥ (K₀ *ᵥ d)) / (d ⬝ᵥ (K₀ *ᵥ d) + d ⬝ᵥ (K₁ *ᵥ d)) := by
  rw [vertical_at_zero, vertical_at_displacement, eq_div_iff h]
  constructor
  · intro hw
    linear_combination 2 * hw
  · intro hw
    linear_combination (1 / 2) * hw

end

end ChargeTransitionLevel
```

```lean
#print axioms ChargeTransitionLevel.twoPathLevel_harmonic
#print axioms ChargeTransitionLevel.twoPathLevel_exact_iff
#print axioms ChargeTransitionLevel.twoPathLevel_exact_of_interchanged_modes
#print axioms ChargeTransitionLevel.weighted_level_exact_iff
```

```
'ChargeTransitionLevel.twoPathLevel_harmonic' depends on axioms: [propext, Classical.choice, Quot.sound]
'ChargeTransitionLevel.twoPathLevel_exact_iff' depends on axioms: [propext, Classical.choice, Quot.sound]
'ChargeTransitionLevel.twoPathLevel_exact_of_interchanged_modes' depends on axioms: [propext, Classical.choice, Quot.sound]
'ChargeTransitionLevel.weighted_level_exact_iff' depends on axioms: [propext, Classical.choice, Quot.sound]
```

**How the proofs run.** `surface_isLeast` uses the centre itself as the point where the value is attained, and applies the non-negativity hypothesis to `x - c` for the lower bound. `twoPathLevel_eq_relaxation` is the regrouping of four energies, which `ring` carries out once the definitions are unfolded.

`vertical_at_zero` and `vertical_at_displacement` are the two vertical energies. In the first, `Matrix.mulVec_neg` moves the minus sign through the matrix so that it cancels against the other one. `twoPathLevel_harmonic` inserts both results into the mean, splits $d\cdot(K_1-K_0)d$ into $q_1-q_0$, and leaves the fractions to `ring`.

In `twoPathLevel_exact_iff`, the statement `hq` extracts the equality of the quadratic forms from the quarter formula. The statement `he` says that $e_i\cdot Ke_j=K_{ij}$, with $e_i$ written as `Pi.single i 1`. Then `hij`, `hi` and `hj` are the equality at $e_i+e_j$, $e_i$ and $e_j$; `s₀` and `s₁` supply the symmetry, and `linarith` solves for the entry. This also works for $i=j$. In the other direction, equal matrices make the correction vanish.

`twoPathLevel_exact_of_interchanged_modes` tells the two matrices apart by their first diagonal entry and evaluates the quarter formula at $(1,1)$. Finally, `weighted_level_exact_iff` inserts the vertical energies and clears the nonzero denominator with `eq_div_iff`. The two equations then differ only by a factor of 2, which is the coefficient given to `linear_combination` in one direction and its inverse in the other.
